# Zero mean force, yet a stretched bond: the Morse ground state

Let r be a bond length, re the minimum of its Morse potential, a > 0 the inverse range of that potential and x = a(r − re). The well depth D and the reduced mass μ enter the ground state through the dimensionless number lam = √(2μD)/(aħ). Take lam = 1. The probability density in x is then proportional to z exp(−z), with z = 2 exp(−x). Since |dx| = dz/z, z itself has density exp(−z) on z > 0, so ⟨z⟩ = 1 and ⟨z²⟩ = 2. Hence

⟨exp(−x)⟩ = 1/2 and ⟨exp(−2x)⟩ = 2/4 = 1/2.

The Morse force is proportional to exp(−2x) − exp(−x), so its mean is zero. But the logarithm is concave, so −⟨x⟩ ≤ ln(1/2), and ⟨x⟩ ≥ ln 2 > 0: the mean bond length exceeds re. The same argument works for every lam > 1/2, the condition for a bound state.

```lean
import Mathlib

open MeasureTheory Set

namespace MorseBondLength

noncomputable section
```

This loads the mathematics library Mathlib and opens a namespace.

```lean
/-- The Morse variable `z = 2 lam exp(-x)` at the reduced displacement `x = a (r - re)`. -/
def morseZ (lam x : ℝ) : ℝ := 2 * lam * Real.exp (-x)
```

`morseZ lam x` is z = 2 lam exp(−x), with x and lam real.

```lean
/-- The unnormalised Morse ground-state wavefunction `z^(lam - 1/2) exp(-z/2)`, for `lam > 1/2`. -/
def groundState (lam x : ℝ) : ℝ :=
  morseZ lam x ^ (lam - 1 / 2) * Real.exp (-morseZ lam x / 2)
```

The wavefunction is ψ = z^(lam−1/2) exp(−z/2), unnormalised. It is entered as a definition; the Schrödinger equation is not solved here.

```lean
/-- The ground-state mean of a function of the reduced displacement, for `lam > 1/2`. -/
def mean (lam : ℝ) (f : ℝ → ℝ) : ℝ :=
  (∫ x, f x * groundState lam x ^ 2) / (∫ x, groundState lam x ^ 2)
```

The mean is ⟨f⟩ = ∫ f ψ² dx / ∫ ψ² dx, so normalisation is built in. The integrals run over the whole real line, which includes unphysical negative r.

```lean
/-- The Morse potential as a function of the bond length `r`. -/
def morsePotential (D a re r : ℝ) : ℝ := D * (1 - Real.exp (-(a * (r - re)))) ^ 2
```

V(r) = D(1 − exp(−a(r − re)))², with well depth D.

```lean
/-- The Morse force as a function of the reduced displacement `x`. -/
def morseForce (D a x : ℝ) : ℝ := 2 * D * a * (Real.exp (-(2 * x)) - Real.exp (-x))
```

F = 2Da(exp(−2x) − exp(−x)), positive when it pushes the atoms apart.

```lean
/-- The Morse force is minus the derivative of the Morse potential with respect to `r`. -/
theorem hasDerivAt_morsePotential (D a re r : ℝ) :
    HasDerivAt (morsePotential D a re) (-morseForce D a (a * (r - re))) r := by
  have h1 : HasDerivAt (fun r : ℝ => -(a * (r - re))) (-(a * 1)) r :=
    (((hasDerivAt_id' r).sub_const re).const_mul a).fun_neg
  have h2 := ((h1.exp.const_sub 1).fun_pow 2).const_mul D
  refine h2.congr_deriv ?_
  have e : Real.exp (-(2 * (a * (r - re)))) = Real.exp (-(a * (r - re))) ^ 2 := by
    rw [sq, ← Real.exp_add]
    congr 1
    ring
  unfold morseForce
  rw [e, show (2 - 1 : ℕ) = 1 from rfl, pow_one]
  push_cast
  ring
```

`HasDerivAt f f' r` says that f has derivative f' at r. By the chain rule,

dV/dr = 2Da(1 − exp(−x)) exp(−x) = −F.

The proof applies the same rule and combines the exponentials.

```lean
/-- For `c, s > 0` and `z = c exp(-x)`, the function `z^s exp(-z)` is integrable over the real
line in `x`, with integral `Gamma s`. -/
theorem gamma_integral {c s : ℝ} (hc : 0 < c) (hs : 0 < s) :
    Integrable (fun x : ℝ => (c * Real.exp (-x)) ^ s * Real.exp (-(c * Real.exp (-x)))) ∧
    (∫ x : ℝ, (c * Real.exp (-x)) ^ s * Real.exp (-(c * Real.exp (-x)))) = Real.Gamma s := by
  have himg : (fun x : ℝ => c * Real.exp (-x)) '' univ = Ioi 0 := by
    ext y
    constructor
    · rintro ⟨x, -, rfl⟩
      exact mul_pos hc (Real.exp_pos _)
    · intro hy
      have hy' : 0 < y := hy
      refine ⟨-Real.log (y / c), mem_univ _, ?_⟩
      show c * Real.exp (- -Real.log (y / c)) = y
      rw [neg_neg, Real.exp_log (div_pos hy' hc)]
      field_simp
  have hder : ∀ x ∈ (univ : Set ℝ), HasDerivWithinAt (fun x : ℝ => c * Real.exp (-x))
      (-(c * Real.exp (-x))) univ x := by
    intro x _
    have h : HasDerivAt (fun x : ℝ => c * Real.exp (-x)) (-(c * Real.exp (-x))) x :=
      ((hasDerivAt_neg' x).exp.const_mul c).congr_deriv (by ring)
    exact h.hasDerivWithinAt
  have hinj : InjOn (fun x : ℝ => c * Real.exp (-x)) univ := by
    intro x _ y _ h
    have h1 : c * Real.exp (-x) = c * Real.exp (-y) := h
    have h2 := Real.exp_injective (mul_left_cancel₀ hc.ne' h1)
    linarith
  -- the Jacobian supplies the missing power of z
  have heq : ∀ x : ℝ, |-(c * Real.exp (-x))| •
      (Real.exp (-(c * Real.exp (-x))) * (c * Real.exp (-x)) ^ (s - 1)) =
      (c * Real.exp (-x)) ^ s * Real.exp (-(c * Real.exp (-x))) := by
    intro x
    have hz : 0 < c * Real.exp (-x) := mul_pos hc (Real.exp_pos _)
    have hp : (c * Real.exp (-x)) ^ (1 + (s - 1)) =
        c * Real.exp (-x) * (c * Real.exp (-x)) ^ (s - 1) := by
      rw [Real.rpow_add hz, Real.rpow_one]
    rw [show 1 + (s - 1) = s by ring] at hp
    rw [abs_neg, abs_of_pos hz, smul_eq_mul, hp]
    ring
  constructor
  · have h := (integrableOn_image_iff_integrableOn_abs_deriv_smul MeasurableSet.univ hder hinj
      (fun z : ℝ => Real.exp (-z) * z ^ (s - 1))).1
      (by rw [himg]; exact Real.GammaIntegral_convergent hs)
    rw [integrableOn_univ] at h
    exact h.congr (Filter.Eventually.of_forall fun x => heq x)
  · have h := integral_image_eq_integral_abs_deriv_smul MeasurableSet.univ hder hinj
      (fun z : ℝ => Real.exp (-z) * z ^ (s - 1))
    rw [himg, setIntegral_univ] at h
    exact (integral_congr_ae (Filter.Eventually.of_forall fun x => (heq x).symm)).trans
      (h.symm.trans (Real.Gamma_eq_integral hs).symm)
```

For c, s > 0, put z = c exp(−x). Then dz = −z dx, and

∫ z^s exp(−z) dx = ∫₀^∞ z^(s−1) exp(−z) dz = Γ(s).

Lean checks that the substitution is one-to-one (`hinj`), covers z > 0 (`himg`) and has the stated derivative (`hder`); `heq` absorbs the Jacobian. `Integrable` is proved alongside because Lean assigns the value 0 to a divergent integral.

```lean
/-- For `lam > 0` and `2 lam - 1 + t > 0`, the function `exp(-t x)` is integrable against the
squared wavefunction, with integral `Gamma(2 lam - 1 + t) / (2 lam)^t`. -/
theorem exp_moment {lam t : ℝ} (hl : 0 < lam) (ht : 0 < 2 * lam - 1 + t) :
    Integrable (fun x : ℝ => Real.exp (-(t * x)) * groundState lam x ^ 2) ∧
    (∫ x : ℝ, Real.exp (-(t * x)) * groundState lam x ^ 2) =
      Real.Gamma (2 * lam - 1 + t) / (2 * lam) ^ t := by
  have h2 : 0 < 2 * lam := by linarith
  have h : Integrable (fun x : ℝ => morseZ lam x ^ (2 * lam - 1 + t) *
      Real.exp (-morseZ lam x)) ∧ (∫ x : ℝ, morseZ lam x ^ (2 * lam - 1 + t) *
      Real.exp (-morseZ lam x)) = Real.Gamma (2 * lam - 1 + t) := gamma_integral h2 ht
  have key : ∀ P e Z E : ℝ, P ≠ 0 → e * (Z * E) = P⁻¹ * (Z * (P * e) * E) := by
    intro P e Z E hP
    field_simp
  have hfun : (fun x : ℝ => Real.exp (-(t * x)) * groundState lam x ^ 2) = fun x =>
      ((2 * lam) ^ t)⁻¹ * (morseZ lam x ^ (2 * lam - 1 + t) * Real.exp (-morseZ lam x)) := by
    funext x
    have hz : 0 < morseZ lam x := mul_pos h2 (Real.exp_pos _)
    -- the squared wavefunction is z^(2 lam - 1) exp(-z)
    have hd : groundState lam x ^ 2 =
        morseZ lam x ^ (2 * lam - 1) * Real.exp (-morseZ lam x) := by
      have ha : morseZ lam x ^ (2 * lam - 1) =
          morseZ lam x ^ (lam - 1 / 2) * morseZ lam x ^ (lam - 1 / 2) := by
        rw [← Real.rpow_add hz]
        congr 1
        ring
      have hb : Real.exp (-morseZ lam x) =
          Real.exp (-morseZ lam x / 2) * Real.exp (-morseZ lam x / 2) := by
        rw [← Real.exp_add]
        congr 1
        ring
      rw [ha, hb, groundState]
      ring
    have hzt : morseZ lam x ^ t = (2 * lam) ^ t * Real.exp (-(t * x)) := by
      rw [morseZ, Real.mul_rpow h2.le (Real.exp_pos _).le, ← Real.exp_mul,
        show -x * t = -(t * x) by ring]
    rw [hd, Real.rpow_add hz, hzt]
    exact key _ _ _ _ (Real.rpow_pos_of_pos h2 t).ne'
  rw [hfun]
  exact ⟨h.1.const_mul _, by rw [integral_const_mul, h.2, div_eq_inv_mul]⟩
```

Since ψ² = z^(2lam−1) exp(−z) and exp(−tx) = z^t/(2lam)^t,

∫ exp(−tx) ψ² dx = Γ(2lam−1+t)/(2lam)^t.

The proof establishes these two identities (`hd`, `hzt`) and uses the previous integral.

```lean
/-- For `lam > 1/2` the squared wavefunction is integrable, with integral `Gamma(2 lam - 1)`. -/
theorem norm_integral {lam : ℝ} (hl : 1 / 2 < lam) :
    Integrable (fun x : ℝ => (1 : ℝ) * groundState lam x ^ 2) ∧
    (∫ x : ℝ, groundState lam x ^ 2) = Real.Gamma (2 * lam - 1) := by
  have h := exp_moment (lam := lam) (t := 0) (by linarith) (by linarith)
  simpa only [zero_mul, neg_zero, Real.exp_zero, one_mul, add_zero, Real.rpow_zero,
    div_one] using h
```

Setting t = 0 gives the norm, ∫ ψ² dx = Γ(2lam−1).

```lean
/-- Means are linear on functions integrable against the squared wavefunction, and linear
combinations of such functions are again integrable against it. -/
theorem mean_linear {lam : ℝ} {f g : ℝ → ℝ}
    (hf : Integrable (fun x => f x * groundState lam x ^ 2))
    (hg : Integrable (fun x => g x * groundState lam x ^ 2)) (α β : ℝ) :
    Integrable (fun x => (α * f x + β * g x) * groundState lam x ^ 2) ∧
    mean lam (fun x => α * f x + β * g x) = α * mean lam f + β * mean lam g := by
  have hfun : (fun x => (α * f x + β * g x) * groundState lam x ^ 2) = fun x =>
      α * (f x * groundState lam x ^ 2) + β * (g x * groundState lam x ^ 2) := by
    funext x
    ring
  refine ⟨by rw [hfun]; exact (hf.const_mul α).add (hg.const_mul β), ?_⟩
  unfold mean
  rw [hfun, integral_add (hf.const_mul α) (hg.const_mul β), integral_const_mul,
    integral_const_mul]
  ring
```

⟨αf + βg⟩ = α⟨f⟩ + β⟨g⟩, provided both integrals converge.

```lean
/-- For `lam > 1/2` and `2 lam - 1 + t > 0`, the ground-state mean of `exp(-t x)` is
`Gamma(2 lam - 1 + t) / ((2 lam)^t Gamma(2 lam - 1))`. -/
theorem mean_exp {lam t : ℝ} (hl : 1 / 2 < lam) (ht : 0 < 2 * lam - 1 + t) :
    mean lam (fun x => Real.exp (-(t * x))) =
      Real.Gamma (2 * lam - 1 + t) / ((2 * lam) ^ t * Real.Gamma (2 * lam - 1)) := by
  unfold mean
  rw [(exp_moment (by linarith) ht).2, (norm_integral hl).2, div_div]
```

Dividing the last two integrals gives

⟨exp(−tx)⟩ = Γ(2lam−1+t) / ((2lam)^t Γ(2lam−1)).

```lean
/-- For `lam > 1/2` the means of `exp(-x)` and `exp(-2x)` both equal `1 - 1/(2 lam)`. -/
theorem mean_exp_one_two {lam : ℝ} (hl : 1 / 2 < lam) :
    mean lam (fun x => Real.exp (-x)) = 1 - 1 / (2 * lam) ∧
    mean lam (fun x => Real.exp (-(2 * x))) = 1 - 1 / (2 * lam) := by
  have h2 : 0 < 2 * lam := by linarith
  have hs : 0 < 2 * lam - 1 := by linarith
  have hG := Real.Gamma_pos_of_pos hs
  constructor
  · have h := mean_exp (t := 1) hl (by linarith)
    simp only [one_mul, Real.rpow_one] at h
    rw [h, Real.Gamma_add_one hs.ne', one_sub_div h2.ne',
      div_eq_div_iff (mul_pos h2 hG).ne' h2.ne']
    ring
  · have hs1 : 2 * lam - 1 + 1 ≠ 0 := by linarith
    rw [mean_exp (t := 2) hl (by linarith), show 2 * lam - 1 + 2 = 2 * lam - 1 + 1 + 1 by ring,
      Real.Gamma_add_one hs1, Real.Gamma_add_one hs.ne', Real.rpow_two, one_sub_div h2.ne',
      div_eq_div_iff (mul_pos (pow_pos h2 2) hG).ne' h2.ne']
    ring
```

Write s = 2lam − 1 and use Γ(s+1) = sΓ(s), which is `Real.Gamma_add_one`:

⟨exp(−x)⟩ = s/(2lam) = 1 − 1/(2lam)

⟨exp(−2x)⟩ = (s+1)s/(2lam)² = s/(2lam),

because s + 1 = 2lam. The two means agree.

```lean
/-- For `lam > 1/2` the displacement `x` is integrable against the squared wavefunction. -/
theorem integrable_displacement {lam : ℝ} (hl : 1 / 2 < lam) :
    Integrable (fun x : ℝ => x * groundState lam x ^ 2) := by
  obtain ⟨ε, hε⟩ : ∃ ε, ε = (2 * lam - 1) / 2 := ⟨_, rfl⟩
  have hpos : 0 < ε := by linarith
  have h1 := (exp_moment (lam := lam) (t := 1) (by linarith) (by linarith)).1
  have h2 := (exp_moment (lam := lam) (t := -ε) (by linarith) (by linarith)).1
  have hm : AEStronglyMeasurable (fun x : ℝ => x * groundState lam x ^ 2) volume := by
    have h0 := (norm_integral hl).1.aestronglyMeasurable
    simp only [one_mul] at h0
    exact continuous_id.aestronglyMeasurable.mul h0
  -- |x| is dominated by exp(-x) + exp(ε x)/ε
  refine (mean_linear h1 h2 1 ε⁻¹).1.mono' hm (Filter.Eventually.of_forall fun x => ?_)
  rw [Real.norm_eq_abs, abs_mul, abs_of_nonneg (sq_nonneg (groundState lam x))]
  refine mul_le_mul_of_nonneg_right ?_ (sq_nonneg _)
  have e1 := Real.add_one_le_exp (-(1 * x))
  have e2 := Real.add_one_le_exp (-(-ε * x))
  have p1 := Real.exp_pos (-(1 * x))
  have p2 := mul_pos (inv_pos.2 hpos) (Real.exp_pos (-(-ε * x)))
  have e3 : x ≤ ε⁻¹ * Real.exp (-(-ε * x)) := by
    rw [← div_eq_inv_mul, le_div_iff₀ hpos]
    linarith
  exact abs_le.2 ⟨by linarith, by linarith⟩
```

To show that ⟨x⟩ converges, let ε = (2lam−1)/2. From exp(u) ≥ 1 + u follows

|x| ≤ exp(−x) + exp(εx)/ε,

and both terms on the right have finite means.

```lean
/-- For `lam > 1/2` and `2 lam - 1 + t > 0`, the mean displacement obeys
`-t ⟨x⟩ ≤ ln ⟨exp(-t x)⟩`. -/
theorem mean_displacement_jensen {lam t : ℝ} (hl : 1 / 2 < lam) (ht : 0 < 2 * lam - 1 + t) :
    -t * mean lam (fun x => x) ≤ Real.log (mean lam (fun x => Real.exp (-(t * x)))) := by
  have hG := Real.Gamma_pos_of_pos (show 0 < 2 * lam - 1 by linarith)
  have hone : mean lam (fun _ => 1) = 1 := by
    unfold mean
    simp only [one_mul]
    rw [(norm_integral hl).2, div_self hG.ne']
  obtain ⟨m, hm⟩ : ∃ m, m = mean lam (fun x => Real.exp (-(t * x))) := ⟨_, rfl⟩
  have hpos : 0 < m := by
    rw [hm, mean_exp hl ht]
    exact div_pos (Real.Gamma_pos_of_pos ht)
      (mul_pos (Real.rpow_pos_of_pos (by linarith) _) hG)
  have L := mean_linear (f := fun x => Real.exp (-(t * x))) (g := fun _ => 1)
    (exp_moment (by linarith) ht).1 (norm_integral hl).1 m⁻¹ (Real.log m - 1)
  have R := mean_linear (f := fun x => x) (g := fun _ => 1)
    (integrable_displacement hl) (norm_integral hl).1 (-t) 0
  -- the logarithm lies below its tangent at the mean
  have hpt : ∀ x : ℝ, -t * x + 0 * 1 ≤
      m⁻¹ * Real.exp (-(t * x)) + (Real.log m - 1) * 1 := by
    intro x
    have h := Real.log_le_sub_one_of_pos (div_pos (Real.exp_pos (-(t * x))) hpos)
    rw [Real.log_div (Real.exp_pos _).ne' hpos.ne', Real.log_exp, div_eq_inv_mul] at h
    linarith
  have hle : mean lam (fun x => -t * x + 0 * 1) ≤
      mean lam (fun x => m⁻¹ * Real.exp (-(t * x)) + (Real.log m - 1) * 1) :=
    div_le_div_of_nonneg_right
      (integral_mono R.1 L.1 fun x => mul_le_mul_of_nonneg_right (hpt x) (sq_nonneg _))
      (integral_nonneg fun x => sq_nonneg _)
  rw [R.2, L.2, hone, ← hm, inv_mul_cancel₀ hpos.ne'] at hle
  rw [← hm]
  linarith
```

Let m = ⟨exp(−tx)⟩. Applying ln y ≤ y − 1 to y = exp(−tx)/m gives

−tx − ln m ≤ exp(−tx)/m − 1.

The right side averages to zero, so −t⟨x⟩ ≤ ln m. In the proof, `hpt` is the pointwise inequality and `hle` its average.

```lean
/-- For `lam > 1/2` and `a > 0`, the mean Morse force vanishes, yet the mean bond length is at
least `re - ln(1 - 1/(2 lam))/a`, and this bound exceeds `re`. -/
theorem mean_bond_length_exceeds_equilibrium {lam a : ℝ} (hl : 1 / 2 < lam) (ha : 0 < a)
    (D re : ℝ) :
    mean lam (morseForce D a) = 0 ∧
    re < re - Real.log (1 - 1 / (2 * lam)) / a ∧
    re - Real.log (1 - 1 / (2 * lam)) / a ≤ mean lam (fun x => re + x / a) := by
  have h2 : 0 < 2 * lam := by linarith
  have hG := Real.Gamma_pos_of_pos (show 0 < 2 * lam - 1 by linarith)
  obtain ⟨m1, m2⟩ := mean_exp_one_two hl
  refine ⟨?_, ?_, ?_⟩
  · have i1 := (exp_moment (lam := lam) (t := 1) (by linarith) (by linarith)).1
    have i2 := (exp_moment (lam := lam) (t := 2) (by linarith) (by linarith)).1
    simp only [one_mul] at i1
    have hF : morseForce D a = fun x =>
        2 * D * a * Real.exp (-(2 * x)) + -(2 * D * a) * Real.exp (-x) := by
      funext x
      unfold morseForce
      ring
    rw [hF, (mean_linear (f := fun x => Real.exp (-(2 * x))) (g := fun x => Real.exp (-x))
      i2 i1 (2 * D * a) (-(2 * D * a))).2, m1, m2]
    ring
  · have hq : 1 / (2 * lam) < 1 := by
      rw [div_lt_one h2]
      linarith
    have hq' : 0 < 1 / (2 * lam) := div_pos one_pos h2
    have h := div_neg_of_neg_of_pos (Real.log_neg (by linarith) (by linarith :
      1 - 1 / (2 * lam) < 1)) ha
    linarith
  · have hj := mean_displacement_jensen (t := 1) hl (by linarith)
    simp only [one_mul] at hj
    rw [m1] at hj
    have hone : mean lam (fun _ => 1) = 1 := by
      unfold mean
      simp only [one_mul]
      rw [(norm_integral hl).2, div_self hG.ne']
    have hr : (fun x : ℝ => re + x / a) = fun x => 1 / a * x + re * 1 := by
      funext x
      ring
    rw [hr, (mean_linear (f := fun x => x) (g := fun _ => 1)
      (integrable_displacement hl) (norm_integral hl).1 (1 / a) re).2, hone]
    have hM : -Real.log (1 - 1 / (2 * lam)) ≤ mean lam (fun x => x) := by linarith
    have h := mul_le_mul_of_nonneg_left hM (div_pos one_pos ha).le
    have e : Real.log (1 - 1 / (2 * lam)) / a = 1 / a * Real.log (1 - 1 / (2 * lam)) := by
      ring
    rw [e]
    linarith
```

The three parts joined by `∧` are

⟨F⟩ = 0

re < re − ln(1 − 1/(2lam))/a

re − ln(1 − 1/(2lam))/a ≤ ⟨r⟩.

The first is 2Da times the difference of two equal means. The second holds because 0 < 1 − 1/(2lam) < 1 makes the logarithm negative. The third takes t = 1 in the inequality above, then uses r = re + x/a. D is left free here, whereas in a molecule lam is fixed by D, a and the reduced mass.

A geometry optimisation seeks the minimum re. In this one-dimensional, non-rotating Morse model, the bond length averaged over the ground-state vibration is larger than re by at least −ln(1 − 1/(2lam))/a.

```lean
/-- For `lam > 1` the mean reduced displacement is at most `-ln(1 - 1/lam)`. -/
theorem mean_displacement_le {lam : ℝ} (hl : 1 < lam) :
    mean lam (fun x => x) ≤ -Real.log (1 - 1 / lam) := by
  have h0 : 0 < lam := by linarith
  have hu : 0 < 2 * lam - 1 + -1 := by linarith
  have hG := Real.Gamma_pos_of_pos hu
  have hj := mean_displacement_jensen (lam := lam) (t := -1) (by linarith) hu
  have hrec := Real.Gamma_add_one hu.ne'
  rw [show 2 * lam - 1 + -1 + 1 = 2 * lam - 1 by ring] at hrec
  -- the mean of exp(x) is lam/(lam - 1)
  have hval : mean lam (fun x => Real.exp (-(-1 * x))) = (1 - 1 / lam)⁻¹ := by
    have hw : lam * (2 * lam)⁻¹ = 1 / 2 := by
      field_simp
    have hwpos : 0 < (2 * lam)⁻¹ := inv_pos.2 (by linarith)
    have hl1 : lam - 1 ≠ 0 := by linarith
    rw [mean_exp (by linarith) hu, hrec, Real.rpow_neg_one, one_sub_div h0.ne', inv_div,
      div_eq_div_iff (mul_pos hwpos (mul_pos hu hG)).ne' hl1]
    generalize (2 * lam)⁻¹ = w at hw ⊢
    generalize Real.Gamma (2 * lam - 1 + -1) = G
    linear_combination (-(2 * lam - 2) * G) * hw
  rw [hval, Real.log_inv] at hj
  linarith

end

end MorseBondLength
```

With t = −1, the Gamma recurrence gives

⟨exp(x)⟩ = 2lam/(2lam−2) = 1/(1 − 1/lam),

so ⟨x⟩ ≤ −ln(1 − 1/lam). The hypothesis lam > 1 makes ⟨exp(x)⟩ finite. Together the two bounds enclose the mean displacement:

−ln(1 − 1/(2lam)) ≤ ⟨x⟩ ≤ −ln(1 − 1/lam).

```lean
#print axioms MorseBondLength.hasDerivAt_morsePotential
-- 'MorseBondLength.hasDerivAt_morsePotential' depends on axioms: [propext, Classical.choice, Quot.sound]
#print axioms MorseBondLength.mean_bond_length_exceeds_equilibrium
-- 'MorseBondLength.mean_bond_length_exceeds_equilibrium' depends on axioms: [propext, Classical.choice, Quot.sound]
#print axioms MorseBondLength.mean_displacement_le
-- 'MorseBondLength.mean_displacement_le' depends on axioms: [propext, Classical.choice, Quot.sound]
```
